# A degree-\(n\) Chebyshev filter normalised to one at the ground energy of a finite Hermitian system scales the norm of a state's excited part by at most \(2(1+2\sqrt d)^{-n}\), with \(d\) the gap over the excited bandwidth

A projector calculation starts from a trial state that contains the ground state and an unwanted mixture of excited states. Each multiplication by the Hamiltonian \(H\) costs time, and a small gap makes the lowest excited states slow to remove. How many multiplications are enough?

## The damping factor and the degree it requires

Let \(H\) be Hermitian on a finite-dimensional space. Suppose every eigenvalue is either the ground energy \(E_0\) or lies in the excited band \([E_1,E_{\max}]\), with \(E_0<E_1<E_{\max}\), and set

\[
d=\frac{E_1-E_0}{E_{\max}-E_1}.
\]

For every \(n\ge 0\) there is a real polynomial \(p\) of degree at most \(n\) with \(p(E_0)=1\) and

\[
\|p(H)v\|\le \frac{2}{(1+2\sqrt d)^n}\,\|v\|
\]

for all \(v\) orthogonal to the ground eigenspace. Consequently, for a tolerance \(\varepsilon>0\), any degree

\[
n\ge\Bigl(1+\frac{1}{2\sqrt d}\Bigr)\log\frac{2}{\varepsilon}
\]

is enough to turn a trial state \(g+v\), with \(g\) its ground component, into \(g\) with error at most \(\varepsilon\|v\|\). As the gap closes at fixed bandwidth, this sufficient degree grows like \(1/\sqrt d\).

## Applying the filter to a trial state

Let \(T_n\) be the Chebyshev polynomial of degree \(n\). A code can apply the filter with the rescaled Hamiltonian

\[
A=\frac{E_1+E_{\max}-2H}{E_{\max}-E_1}
\]

and the recurrence \(t_0=\psi\), \(t_1=A\psi\), \(t_{k+2}=2At_{k+1}-t_k\). After \(n\) products with \(H\), the filtered state is \(t_n/T_n(1+2d)\). The energy \(E_0\) enters only through this last scalar, so a code that normalises its state anyway does not need it to build the direction of \(t_n\).

For projector Monte Carlo in a finite basis, the bound gives a degree for the noiseless projection; sampling error has to be budgeted separately.

## From reciprocal numbers to an operator bound

The map \(y(x)=(E_1+E_{\max}-2x)/(E_{\max}-E_1)\) sends \(E_1\) to \(1\), \(E_{\max}\) to \(-1\) and \(E_0\) to \(1+2d\). The filter is

\[
p(x)=\frac{T_n(y(x))}{T_n(1+2d)},
\]

so \(p(E_0)=1\) once the denominator is known to be nonzero.

To bound the denominator, take \(z,w\) with \(zw=1\). Then \(T_n((z+w)/2)=(z^n+w^n)/2\). This holds for \(n=0\) and \(n=1\), and the recurrence \(T_{n+2}(x)=2xT_{n+1}(x)-T_n(x)\) carries it on:

\[
\frac{(z+w)(z^{n+1}+w^{n+1})}{2}-\frac{z^n+w^n}{2}
=\frac{z^{n+2}+w^{n+2}}{2},
\]

because the cross terms are \(zw(z^n+w^n)/2=(z^n+w^n)/2\).

Choose \(z=1+2d+2\sqrt{d(d+1)}\) and \(w=1+2d-2\sqrt{d(d+1)}\). Their product is \((1+2d)^2-4d(d+1)=1\) and their mean is \(1+2d\). Since \(w\ge0\) and \(z\ge1+2\sqrt d\),

\[
T_n(1+2d)\ge \frac{z^n}{2}\ge\frac{(1+2\sqrt d)^n}{2}.
\]

On the excited band \(y(x)=\cos\theta\) for some real \(\theta\), so \(|T_n(y(x))|=|\cos n\theta|\le1\). Hence \(|p(x)|\le M\) there, with \(M=2/(1+2\sqrt d)^n\).

Now let \(u_i\) be an orthonormal eigenbasis with eigenvalues \(\mu_i\). Moving \(H\) across the inner product gives \(\langle u_i,H^kv\rangle=\mu_i^k\langle u_i,v\rangle\), and by linearity \(\langle u_i,p(H)v\rangle=p(\mu_i)\langle u_i,v\rangle\). Therefore

\[
\|p(H)v\|^2=\sum_i |p(\mu_i)|^2|\langle u_i,v\rangle|^2\le M^2\|v\|^2,
\]

where the terms with \(\mu_i=E_0\) vanish by orthogonality.

For the cost, \(p(H)g=p(E_0)g=g\), so the error is exactly \(p(H)v\). With \(q=1+2\sqrt d\), the inequality

\[
\log q\ge1-\frac1q=\Bigl(1+\frac{1}{2\sqrt d}\Bigr)^{-1}
\]

and the condition on \(n\) give \(n\log q\ge\log(2/\varepsilon)\), which is \(2/q^n\le\varepsilon\).

### Four levels at degree two

Take eigenvalues \(0,1,3,5\), with \(E_0=0\), \(E_1=1\) and \(E_{\max}=5\). Then \(d=1/4\), \(1+2d=3/2\) and \(T_2(3/2)=7/2\), so

\[
p(x)=\frac{(3-x)^2-2}{7}.
\]

The ground amplitude is multiplied by \(1\) and the excited amplitudes by \(2/7,-2/7,2/7\). The bound allows \(2/2^2=1/2\).

For \(\varepsilon=0.01\) the logarithmic condition asks for \(n\ge 2\log 200\approx10.6\), hence \(n=11\). The bound \(2/2^n\) already suffices at \(n=8\), and this filter itself at \(n=6\), since \(T_5(3/2)=61.5\) and \(T_6(3/2)=161\).

The upper edge matters: if \(H\) also had a level at \(7\) while the filter kept \(E_{\max}=5\), then \(p(7)=2\) and that component would double.

## The Lean file

```lean
import Mathlib

open Polynomial

namespace ChebyshevProjector

noncomputable section

variable {V : Type*} [NormedAddCommGroup V] [InnerProductSpace ℂ V]

/-- The operator `p(H)` for a real polynomial `p` and an operator `H`. -/
def polyOp (p : ℝ[X]) (H : Module.End ℂ V) : Module.End ℂ V :=
  aeval H (p.map (algebraMap ℝ ℂ))

/-- Every real eigenvalue of `H` is either `E0` or lies in the excited band `[E1, Emax]`. -/
def HasBand (H : Module.End ℂ V) (E0 E1 Emax : ℝ) : Prop :=
  ∀ μ : ℝ, Module.End.HasEigenvalue H (μ : ℂ) → μ = E0 ∨ (E1 ≤ μ ∧ μ ≤ Emax)

/-- The gap divided by the width of the excited band, `d = (E1 - E0) / (Emax - E1)`,
for `Emax ≠ E1`. -/
def gapRatio (E0 E1 Emax : ℝ) : ℝ := (E1 - E0) / (Emax - E1)

/-- The Chebyshev filter: `T_n` of the energy rescaled so that `[E1, Emax]` becomes `[-1, 1]`,
divided by `T_n(1 + 2d)`; intended for `E0 < E1 < Emax`. -/
def chebFilter (E0 E1 Emax : ℝ) (n : ℕ) : ℝ[X] :=
  C ((Chebyshev.T ℝ (n : ℤ)).eval (1 + 2 * gapRatio E0 E1 Emax))⁻¹ *
    (Chebyshev.T ℝ (n : ℤ)).comp
      (C (-2 / (Emax - E1)) * X + C ((E1 + Emax) / (Emax - E1)))

/-- If `z w = 1`, then `T_n((z + w)/2) = (z^n + w^n)/2`. -/
theorem chebyshev_eval_half_sum (z w : ℝ) (h : z * w = 1) (n : ℕ) :
    (Chebyshev.T ℝ (n : ℤ)).eval ((z + w) / 2) = (z ^ n + w ^ n) / 2 := by
  induction n using Nat.twoStepInduction with
  | zero => norm_num
  | one => norm_num
  | more n h0 h1 =>
    have hrec : Chebyshev.T ℝ ((n + 2 : ℕ) : ℤ)
        = 2 * X * Chebyshev.T ℝ ((n + 1 : ℕ) : ℤ) - Chebyshev.T ℝ (n : ℤ) := by
      push_cast
      exact Polynomial.Chebyshev.T_add_two ℝ n
    rw [hrec]
    simp only [eval_sub, eval_mul, eval_X, eval_ofNat, h0, h1]
    linear_combination (z ^ n + w ^ n) / 2 * h

/-- A lower bound on the Chebyshev polynomials at `1` and to the right of it:
`T_n(1 + 2d) ≥ (1 + 2√d)^n / 2` for `d ≥ 0`. -/
theorem chebyshev_growth {d : ℝ} (hd : 0 ≤ d) (n : ℕ) :
    (1 + 2 * √d) ^ n / 2 ≤ (Chebyshev.T ℝ (n : ℤ)).eval (1 + 2 * d) := by
  have hr2 : √(d * (d + 1)) ^ 2 = d * (d + 1) := Real.sq_sqrt (by positivity)
  have hr : √d ≤ √(d * (d + 1)) := Real.sqrt_le_sqrt (by nlinarith)
  have hr' : √(d * (d + 1)) ≤ d + 1 / 2 :=
    Real.sqrt_le_iff.2 ⟨by positivity, by nlinarith⟩
  -- write `1 + 2d` as the mean of two reciprocal numbers
  have key := chebyshev_eval_half_sum (1 + 2 * d + 2 * √(d * (d + 1)))
    (1 + 2 * d - 2 * √(d * (d + 1))) (by linear_combination -4 * hr2) n
  have harg : (1 + 2 * d + 2 * √(d * (d + 1)) + (1 + 2 * d - 2 * √(d * (d + 1)))) / 2
      = 1 + 2 * d := by ring
  rw [harg] at key
  have h1 : (1 + 2 * √d) ^ n ≤ (1 + 2 * d + 2 * √(d * (d + 1))) ^ n :=
    pow_le_pow_left₀ (by positivity) (by linarith) n
  have h2 : 0 ≤ (1 + 2 * d - 2 * √(d * (d + 1))) ^ n := pow_nonneg (by linarith) n
  rw [key]
  linarith

/-- For `E0 < E1 < Emax` the filter has degree at most `n`, equals one at `E0`, and is at most
`2 / (1 + 2√d)^n` in absolute value on the band `[E1, Emax]`. -/
theorem chebFilter_spec {E0 E1 Emax : ℝ} (h01 : E0 < E1) (h1m : E1 < Emax) (n : ℕ) :
    (chebFilter E0 E1 Emax n).natDegree ≤ n ∧ (chebFilter E0 E1 Emax n).eval E0 = 1 ∧
    ∀ x, E1 ≤ x → x ≤ Emax →
      |(chebFilter E0 E1 Emax n).eval x| ≤ 2 / (1 + 2 * √(gapRatio E0 E1 Emax)) ^ n := by
  have hw : 0 < Emax - E1 := sub_pos.2 h1m
  have hd : 0 ≤ gapRatio E0 E1 Emax := div_nonneg (by linarith) hw.le
  have hgrow := chebyshev_growth hd n
  have hq : 0 < (1 + 2 * √(gapRatio E0 E1 Emax)) ^ n := by positivity
  have hT : 0 < (Chebyshev.T ℝ (n : ℤ)).eval (1 + 2 * gapRatio E0 E1 Emax) := by linarith
  have heval : ∀ x, (chebFilter E0 E1 Emax n).eval x =
      ((Chebyshev.T ℝ (n : ℤ)).eval (1 + 2 * gapRatio E0 E1 Emax))⁻¹ *
        (Chebyshev.T ℝ (n : ℤ)).eval ((E1 + Emax - 2 * x) / (Emax - E1)) := by
    intro x
    have hx : (E1 + Emax - 2 * x) / (Emax - E1)
        = -2 / (Emax - E1) * x + (E1 + Emax) / (Emax - E1) := by ring
    rw [hx]
    simp only [chebFilter, eval_mul, eval_C, eval_comp, eval_add, eval_X]
  refine ⟨?_, ?_, ?_⟩
  · calc (chebFilter E0 E1 Emax n).natDegree
        ≤ _ := natDegree_C_mul_le _ _
      _ ≤ _ := natDegree_comp_le
      _ ≤ n * 1 := Nat.mul_le_mul (by simp [Polynomial.Chebyshev.natDegree_T])
          natDegree_linear_le
      _ = n := mul_one n
  · have h0 : (E1 + Emax - 2 * E0) / (Emax - E1) = 1 + 2 * gapRatio E0 E1 Emax := by
      unfold gapRatio
      have := hw.ne'
      field_simp
      ring
    rw [heval, h0, inv_mul_cancel₀ hT.ne']
  · intro x hx1 hx2
    have hy1 : -1 ≤ (E1 + Emax - 2 * x) / (Emax - E1) := by
      rw [le_div_iff₀ hw]; linarith
    have hy2 : (E1 + Emax - 2 * x) / (Emax - E1) ≤ 1 := by
      rw [div_le_iff₀ hw]; linarith
    -- on the band the Chebyshev polynomial is a cosine
    have hcos : |(Chebyshev.T ℝ (n : ℤ)).eval ((E1 + Emax - 2 * x) / (Emax - E1))| ≤ 1 := by
      rw [← Real.cos_arccos hy1 hy2, Polynomial.Chebyshev.T_real_cos]
      exact Real.abs_cos_le_one _
    rw [heval, abs_mul, abs_of_pos (inv_pos.2 hT)]
    calc _ ≤ ((Chebyshev.T ℝ (n : ℤ)).eval (1 + 2 * gapRatio E0 E1 Emax))⁻¹ * 1 :=
          mul_le_mul_of_nonneg_left hcos (inv_pos.2 hT).le
      _ ≤ 2 / (1 + 2 * √(gapRatio E0 E1 Emax)) ^ n := by
          rw [mul_one, inv_eq_one_div, div_le_div_iff₀ hT hq]
          linarith

/-- For symmetric `H` and `H u = μ u` with `μ` real, the amplitude of `p(H) v` along `u` is
`p(μ)` times that of `v`. -/
theorem inner_polyOp {H : Module.End ℂ V} (hH : LinearMap.IsSymmetric H) {u : V} {μ : ℝ}
    (hu : H u = (μ : ℂ) • u) (p : ℝ[X]) (v : V) :
    inner ℂ u (polyOp p H v) = ((p.eval μ : ℝ) : ℂ) * inner ℂ u v := by
  have hpow : ∀ (k : ℕ) (v : V), inner ℂ u ((H ^ k) v) = (μ : ℂ) ^ k * inner ℂ u v := by
    intro k
    induction k with
    | zero => intro v; simp
    | succ k ih =>
      intro v
      rw [pow_succ, Module.End.mul_apply, ih, ← hH u v, hu, inner_smul_left,
        Complex.conj_ofReal]
      ring
  unfold polyOp
  induction p using Polynomial.induction_on' with
  | add p q hp hq =>
    simp only [Polynomial.map_add, map_add, LinearMap.add_apply, inner_add_right, hp, hq,
      eval_add, Complex.ofReal_add]
    ring
  | monomial k a =>
    rw [Polynomial.map_monomial, aeval_monomial, Module.End.mul_apply,
      Module.algebraMap_end_apply, inner_smul_right, hpow, eval_monomial]
    simp only [Complex.coe_algebraMap, Complex.ofReal_mul, Complex.ofReal_pow]
    ring

/-- Let `H` be symmetric in finite dimension and `|p| ≤ M`, `M ≥ 0`, at all eigenvalues other
than `E0`. Then `‖p(H) v‖ ≤ M ‖v‖` for `v` orthogonal to the `E0` eigenspace. -/
theorem norm_polyOp_le [FiniteDimensional ℂ V] {H : Module.End ℂ V}
    (hH : LinearMap.IsSymmetric H) {E0 M : ℝ} (hM : 0 ≤ M) (p : ℝ[X])
    (hp : ∀ μ : ℝ, Module.End.HasEigenvalue H (μ : ℂ) → μ ≠ E0 → |p.eval μ| ≤ M)
    {v : V} (hv : v ∈ (Module.End.eigenspace H (E0 : ℂ))ᗮ) :
    ‖polyOp p H v‖ ≤ M * ‖v‖ := by
  let b := hH.eigenvectorBasis rfl
  have hb : ∀ i, H (b i) = ((hH.eigenvalues rfl i : ℝ) : ℂ) • b i :=
    fun i => hH.apply_eigenvectorBasis rfl i
  have key : ∀ i, ‖inner ℂ (b i) (polyOp p H v)‖ ^ 2 ≤ M ^ 2 * ‖inner ℂ (b i) v‖ ^ 2 := by
    intro i
    rw [inner_polyOp hH (hb i), norm_mul, mul_pow, Complex.norm_real, Real.norm_eq_abs]
    by_cases h : hH.eigenvalues rfl i = E0
    · have h0 : inner ℂ (b i) v = 0 := (Submodule.mem_orthogonal _ _).1 hv (b i)
        (Module.End.mem_eigenspace_iff.2 (by rw [← h]; exact hb i))
      simp [h0]
    · have hle := hp _ (Module.End.hasEigenvalue_of_hasEigenvector
        ⟨Module.End.mem_eigenspace_iff.2 (hb i), b.orthonormal.ne_zero i⟩) h
      gcongr
  -- Parseval in the eigenbasis
  have hsq : ‖polyOp p H v‖ ^ 2 ≤ (M * ‖v‖) ^ 2 := by
    rw [mul_pow, ← b.sum_sq_norm_inner_right (polyOp p H v), ← b.sum_sq_norm_inner_right v,
      Finset.mul_sum]
    exact Finset.sum_le_sum fun i _ => key i
  exact (pow_le_pow_iff_left₀ (norm_nonneg _) (by positivity) two_ne_zero).1 hsq

/-- Let `H` be symmetric in finite dimension with all eigenvalues equal to `E0` or in `[E1, Emax]`,
`E0 < E1 < Emax`. For every `n` a real polynomial of degree at most `n` with `p(E0) = 1` satisfies
`‖p(H) v‖ ≤ 2 / (1 + 2√d)^n * ‖v‖` for all `v` orthogonal to the `E0` eigenspace, with
`d = gapRatio E0 E1 Emax`. -/
theorem chebyshev_projector [FiniteDimensional ℂ V] {H : Module.End ℂ V}
    (hH : LinearMap.IsSymmetric H) {E0 E1 Emax : ℝ} (h01 : E0 < E1) (h1m : E1 < Emax)
    (hband : HasBand H E0 E1 Emax) (n : ℕ) :
    ∃ p : ℝ[X], p.natDegree ≤ n ∧ p.eval E0 = 1 ∧
      ∀ v ∈ (Module.End.eigenspace H (E0 : ℂ))ᗮ,
        ‖polyOp p H v‖ ≤ 2 / (1 + 2 * √(gapRatio E0 E1 Emax)) ^ n * ‖v‖ := by
  obtain ⟨hdeg, hone, hsmall⟩ := chebFilter_spec h01 h1m n
  refine ⟨chebFilter E0 E1 Emax n, hdeg, hone, fun v hv => ?_⟩
  refine norm_polyOp_le hH (by positivity) _ (fun μ hμ hne => ?_) hv
  obtain ⟨h1, h2⟩ := (hband μ hμ).resolve_left hne
  exact hsmall μ h1 h2

/-- Cost of the projection. Let `H` be symmetric in finite dimension with all eigenvalues equal to
`E0` or in `[E1, Emax]`, `E0 < E1 < Emax`, and let `ε > 0` and `d = gapRatio E0 E1 Emax`. For every
natural number `n ≥ (1 + 1/(2√d)) log(2/ε)` there is a real polynomial `p` of degree at most `n`
such that `p(H)` maps every `g + v`, with `g` in the `E0` eigenspace and `v` orthogonal to it, to
`g` within an error `ε ‖v‖`. -/
theorem projection_cost [FiniteDimensional ℂ V] {H : Module.End ℂ V}
    (hH : LinearMap.IsSymmetric H) {E0 E1 Emax : ℝ} (h01 : E0 < E1) (h1m : E1 < Emax)
    (hband : HasBand H E0 E1 Emax) {ε : ℝ} (hε : 0 < ε) (n : ℕ)
    (hn : (1 + 1 / (2 * √(gapRatio E0 E1 Emax))) * Real.log (2 / ε) ≤ n) :
    ∃ p : ℝ[X], p.natDegree ≤ n ∧ ∀ g ∈ Module.End.eigenspace H (E0 : ℂ),
      ∀ v ∈ (Module.End.eigenspace H (E0 : ℂ))ᗮ, ‖polyOp p H (g + v) - g‖ ≤ ε * ‖v‖ := by
  obtain ⟨p, hdeg, hone, hsmall⟩ := chebyshev_projector hH h01 h1m hband n
  refine ⟨p, hdeg, fun g hg v hv => ?_⟩
  have hs : 0 < √(gapRatio E0 E1 Emax) :=
    Real.sqrt_pos.2 (div_pos (sub_pos.2 h01) (sub_pos.2 h1m))
  generalize √(gapRatio E0 E1 Emax) = s at hs hn hsmall
  -- the ground component passes through unchanged
  have hfix : polyOp p H g = g := by
    by_cases h0 : g = 0
    · simp [h0]
    · have hE : (p.map (algebraMap ℝ ℂ)).eval (E0 : ℂ) = 1 := by
        have h := Polynomial.eval_map_apply (algebraMap ℝ ℂ) (p := p) E0
        rw [hone, map_one] at h
        exact h
      unfold polyOp
      rw [Module.End.aeval_apply_of_hasEigenvector ⟨hg, h0⟩, hE, one_smul]
  -- the degree is large enough, by `log q ≥ 1 - 1/q`
  have hk : (1 - (1 + 2 * s)⁻¹) * (1 + 1 / (2 * s)) = 1 := by
    have : 1 + 2 * s ≠ 0 := by positivity
    field_simp
    ring
  have hk0 : 0 ≤ 1 - (1 + 2 * s)⁻¹ := sub_nonneg.2 (inv_le_one_of_one_le₀ (by linarith))
  have hlog : Real.log (2 / ε) ≤ Real.log ((1 + 2 * s) ^ n) := by
    rw [Real.log_pow]
    calc Real.log (2 / ε)
        = (1 - (1 + 2 * s)⁻¹) * ((1 + 1 / (2 * s)) * Real.log (2 / ε)) := by
          rw [← mul_assoc, hk, one_mul]
      _ ≤ (1 - (1 + 2 * s)⁻¹) * n := mul_le_mul_of_nonneg_left hn hk0
      _ ≤ Real.log (1 + 2 * s) * n := mul_le_mul_of_nonneg_right
          (Real.one_sub_inv_le_log_of_pos (by positivity)) (Nat.cast_nonneg n)
      _ = n * Real.log (1 + 2 * s) := mul_comm _ _
  have hpow := (Real.log_le_log_iff (by positivity) (by positivity)).1 hlog
  have hfac : 2 / (1 + 2 * s) ^ n ≤ ε := by
    rw [div_le_iff₀ hε] at hpow
    rw [div_le_iff₀ (by positivity)]
    linarith
  rw [map_add, hfix, add_sub_cancel_left]
  exact (hsmall v hv).trans (mul_le_mul_of_nonneg_right hfac (norm_nonneg v))

end

end ChebyshevProjector
```

```lean
#print axioms ChebyshevProjector.chebyshev_projector
#print axioms ChebyshevProjector.projection_cost
```

```
'ChebyshevProjector.chebyshev_projector' depends on axioms: [propext, Classical.choice, Quot.sound]
'ChebyshevProjector.projection_cost' depends on axioms: [propext, Classical.choice, Quot.sound]
```

## Reading the theorems and their limits

**Objects and hypotheses.** `V` is a complex inner-product space, finite-dimensional in the operator bounds, and `LinearMap.IsSymmetric H` says that `H` is Hermitian. `polyOp p H` is \(p(H)\), and `gapRatio` is \(d\). `HasBand` is the assumption on the spectrum; it speaks of real eigenvalues, which are all that a Hermitian operator has. The edges `E1` and `Emax` need not be eigenvalues: a lower bound above \(E_0\) and an upper bound on the excited energies will do, with \(d\) computed from them.

The ground level may be degenerate, since `v` is taken orthogonal to the whole `E0` eigenspace, written with `ᗮ`. For a simple level this means orthogonal to one vector. In both final theorems one polynomial is chosen before the states, so it serves all of them.

**The lemmas.** `chebyshev_eval_half_sum` is the reciprocal-number identity, proved by two-step induction, with `linear_combination` supplying \(zw=1\). `chebyshev_growth` inserts the two square-root expressions. `chebFilter_spec` collects the degree, the value at \(E_0\) and the cosine bound on the band.

`inner_polyOp` proves the amplitude rule for powers and extends it to monomials and sums. `norm_polyOp_le` compares the squared amplitudes one by one in `eigenvectorBasis`, then sums them by Parseval. `chebyshev_projector` supplies `chebFilter` as the polynomial, and `projection_cost` adds the unchanged ground component (`hfix`) and the logarithm estimate (`hlog`).

**Limits for a simulation.** The spectral bounds are inputs; the theorems do not estimate them. Rounding and Monte Carlo noise are absent from the model, as are Hamiltonians unbounded above. The result gives a sufficient degree, with no statement that a smaller one must fail. The error is measured against \(\|v\|\), so for \(g\ne0\) the error relative to the ground component is at most \(\varepsilon\|v\|/\|g\|\), and a trial state with poor overlap needs a smaller \(\varepsilon\).
